# At fixed degree, the error of a polynomial fit to exp(−aη) on [−1,1], relative to the peak exp(a), cannot tend to zero as a grows

Q: Suppose I fit $e^{-a\eta}$ on $[-1,1]$, with $a>0$, by a single constant $c$. How bad must the fit be?

A: Let $\varepsilon$ bound the error everywhere on the interval. At the two ends, $|c-e^{a}|\le\varepsilon$ and $|c-e^{-a}|\le\varepsilon$. Subtracting removes $c$ and leaves $e^{a}-e^{-a}\le 2\varepsilon$, so
$$\varepsilon\ \ge\ e^{a}\,\frac{1-e^{-2a}}{2}.$$
Relative to the peak $e^a$, the right side approaches $1/2$ as $a$ grows.

Q: A constant is an easy victim. What about a polynomial $p$ of degree at most $n$?

A: Take more differences. Write $(Df)(x)=f(x)-f(x+h)$, with step $h=2/(n+1)$.

1. $D$ cancels the leading term of a polynomial, so each application lowers the degree, and a constant goes to zero. Hence $D^{n+1}p=0$.
2. $D$ multiplies $e^{-ax}$ by $1-e^{-ah}$. Hence $D^{n+1}e^{-ax}=(1-e^{-ah})^{n+1}e^{-ax}$.
3. If $|f|\le\varepsilon$ at the points used, then $|Df|\le2\varepsilon$, and so $|D^{n+1}f|\le2^{n+1}\varepsilon$.

Apply this to $f(\eta)=p(\eta)-e^{-a\eta}$ at $x=-1$. The points used are $-1+kh$ for $k=0,\dots,n+1$, and the last is exactly $1$. Therefore $e^{a}(1-e^{-2a/(n+1)})^{n+1}\le 2^{n+1}\varepsilon$, or
$$\varepsilon\ \ge\ e^{a}\left(\frac{1-e^{-2a/(n+1)}}{2}\right)^{n+1}.$$

Q: How does Lean express $D^m$?

A: By recursion on the number of differences:

```lean
import Mathlib

open Polynomial Filter Topology

namespace JamesCoolidge

noncomputable section

/-- The `m`-fold difference of `f` at `x` with step `h`, where one difference is
`f x - f (x + h)`. -/
def stepDiff (h : ℝ) : ℕ → (ℝ → ℝ) → ℝ → ℝ
  | 0, f, x => f x
  | m + 1, f, x => stepDiff h m (fun y => f y - f (y + h)) x
```

`stepDiff h m f x` is $(D^mf)(x)$. One difference here is minus the usual forward difference; with this choice the factor $1-e^{-ah}$ is positive for $a>0$ and $h>0$.

Q: And where is the molecule? I see only a function on an interval.

A: It enters through two definitions. Put the nuclei at $z=\pm R/2$. In prolate spheroidal coordinates, a point has $\rho^2=(R/2)^2(\xi^2-1)(1-\eta^2)$ and $z=(R/2)\xi\eta$. The distance $r_A$ to the nucleus at $z=-R/2$ is defined from these, so its simple form has to be proved.

```lean
/-- Distance to the nucleus at `z = -R/2` from the point with prolate spheroidal coordinates
`ξ ≥ 1`, `-1 ≤ η ≤ 1`, computed from its cylindrical coordinates. -/
def distA (R ξ η : ℝ) : ℝ :=
  √((R / 2) ^ 2 * (ξ ^ 2 - 1) * (1 - η ^ 2) + (R / 2 * ξ * η + R / 2) ^ 2)

/-- One-electron trial function `exp(-αξ - βη)` times a polynomial of degree below `M` in `ξ`
and at most `n` in `η`. The James-Coolidge form has `β = 0`; the Kolos-Wolniewicz form
leaves `β` free. -/
def trial (M n : ℕ) (c : ℕ → ℕ → ℝ) (α β ξ η : ℝ) : ℝ :=
  Real.exp (-α * ξ - β * η) *
    ∑ j ∈ Finset.range (n + 1), (∑ i ∈ Finset.range M, c i j * ξ ^ i) * η ^ j
```

`trial` is a one-electron function, with coefficients `c i j` of $\xi^i\eta^j$, where $i<M$ and $j\le n$. Setting `β` to zero gives the James-Coolidge form; leaving it free gives the Kolos-Wolniewicz form. There is no second electron and no interelectronic distance $r_{12}$, and no symmetry is imposed under exchange of the electrons or of the nuclei.

Q: Then show me that the three difference rules are really proved.

A: First compatibility with subtraction, which lets the error be split into polynomial and exponential, and then the factor $2^m$:

```lean
/-- Repeated differences respect subtraction: the `m`-fold difference of `f - g` is that of `f`
minus that of `g`. -/
theorem stepDiff_sub (h : ℝ) (m : ℕ) (f g : ℝ → ℝ) (x : ℝ) :
    stepDiff h m (fun y => f y - g y) x = stepDiff h m f x - stepDiff h m g x := by
  induction m generalizing f g with
  | zero => rfl
  | succ m ih =>
    have e : (fun y => (f y - g y) - (f (y + h) - g (y + h))) =
        fun y => (f y - f (y + h)) - (g y - g (y + h)) := by
      funext y
      ring
    change stepDiff h m (fun y => (f y - g y) - (f (y + h) - g (y + h))) x = _
    rw [e]
    exact ih (fun y => f y - f (y + h)) (fun y => g y - g (y + h))

/-- If `f` is at most `ε` in size on the `m + 1` grid points, its `m`-fold difference is at
most `2 ^ m * ε` in size. -/
theorem stepDiff_bound (h : ℝ) (m : ℕ) (f : ℝ → ℝ) (ε x : ℝ)
    (hf : ∀ k : ℕ, k ≤ m → |f (x + k * h)| ≤ ε) :
    |stepDiff h m f x| ≤ 2 ^ m * ε := by
  induction m generalizing f ε with
  | zero => simpa [stepDiff] using hf 0 le_rfl
  | succ m ih =>
    have key := ih (fun y => f y - f (y + h)) (2 * ε) (by
      intro k hk
      have h1 := hf k (by omega)
      have h2 := hf (k + 1) (by omega)
      have e : x + ((k + 1 : ℕ) : ℝ) * h = x + k * h + h := by
        push_cast
        ring
      rw [e] at h2
      change |f (x + k * h) - f (x + k * h + h)| ≤ 2 * ε
      rw [abs_le] at h1 h2 ⊢
      constructor <;> linarith [h1.1, h1.2, h2.1, h2.2])
    change |stepDiff h m (fun y => f y - f (y + h)) x| ≤ _
    rw [pow_succ]
    linarith
```

The device on which these proofs turn is `generalizing`. The recursion in `stepDiff` leaves the point $x$ alone and changes the function, from $f$ to $f(y)-f(y+h)$. An induction hypothesis about the original $f$ alone would be useless. With `induction m generalizing f ε`, it holds for every function and every bound, and can be applied to the new function with bound $2\varepsilon$. The `change` step then shows the goal with one difference already moved inside.

The exponential rule uses the same pattern, with a prefactor `c` that absorbs one factor $1-e^{-ah}$ per difference:

```lean
/-- Each difference multiplies an exponential `exp(-ay)` by `1 - exp(-ah)`. -/
theorem stepDiff_exp (h : ℝ) (m : ℕ) (c a x : ℝ) :
    stepDiff h m (fun y => c * Real.exp (-a * y)) x =
      c * (1 - Real.exp (-a * h)) ^ m * Real.exp (-a * x) := by
  induction m generalizing c with
  | zero => simp [stepDiff]
  | succ m ih =>
    have e : (fun y => c * Real.exp (-a * y) - c * Real.exp (-a * (y + h))) =
        fun y => (c * (1 - Real.exp (-a * h))) * Real.exp (-a * y) := by
      funext y
      rw [show -a * (y + h) = -a * y + -a * h by ring, Real.exp_add]
      ring
    change stepDiff h m (fun y => c * Real.exp (-a * y) - c * Real.exp (-a * (y + h))) x = _
    rw [e, ih]
    ring
```

For polynomials, the shifted function $p(y+h)$ is the composition `p.comp (X + C h)`. It has the same degree and leading coefficient as $p$, so the difference has lower degree; constants are treated separately.

```lean
/-- One difference lowers the degree: from at most `n + 1` to at most `n`. -/
theorem natDegree_difference_le (p : ℝ[X]) (n : ℕ) (h : ℝ) (hp : p.natDegree ≤ n + 1) :
    (p - p.comp (X + C h)).natDegree ≤ n := by
  by_cases h0 : p.natDegree = 0
  · rw [eq_C_of_natDegree_eq_zero h0]
    simp
  by_cases hd : p - p.comp (X + C h) = 0
  · rw [hd]
    simp
  have hnat : (p.comp (X + C h)).natDegree = p.natDegree := by
    rw [natDegree_comp, natDegree_X_add_C, mul_one]
  have hp0 : p ≠ 0 := fun hz => h0 (by rw [hz, natDegree_zero])
  have hq0 : p.comp (X + C h) ≠ 0 := fun hz => h0 (by rw [← hnat, hz, natDegree_zero])
  -- the shifted polynomial has the same leading term, which cancels
  have hlc : p.leadingCoeff = (p.comp (X + C h)).leadingCoeff := by
    rw [leadingCoeff_comp (by rw [natDegree_X_add_C]; exact one_ne_zero),
      leadingCoeff_X_add_C, one_pow, mul_one]
  have hdeg : p.degree = (p.comp (X + C h)).degree := by
    rw [degree_eq_natDegree hp0, degree_eq_natDegree hq0, hnat]
  have := natDegree_lt_natDegree hd (Polynomial.degree_sub_lt_left hdeg hp0 hlc)
  omega

/-- The `(n + 1)`-fold difference of a polynomial of degree at most `n` vanishes. -/
theorem stepDiff_poly (h : ℝ) (n : ℕ) (p : ℝ[X]) (x : ℝ) (hp : p.natDegree ≤ n) :
    stepDiff h (n + 1) (fun y => p.eval y) x = 0 := by
  induction n generalizing p with
  | zero =>
    rw [eq_C_of_natDegree_le_zero hp]
    simp [stepDiff]
  | succ n ih =>
    have e : (fun y => p.eval y - p.eval (y + h)) =
        fun y => (p - p.comp (X + C h)).eval y := by
      funext y
      simp [eval_comp]
    change stepDiff h (n + 1) (fun y => p.eval y - p.eval (y + h)) x = 0
    rw [e]
    exact ih _ (natDegree_difference_le p n h hp)
```

Here the induction generalises over `p`. The equation `e` identifies the differenced function as the values of another polynomial, of degree at most $n$, to which the hypothesis applies.

Q: Now the bound itself. What exactly is assumed?

A: That `p` has real coefficients and degree at most `n`, and that the error is at most `ε` at every point of $[-1,1]$. The number $a$ may be any real. For $a<0$ and even $n$ the left side is negative, and the statement is then empty.

```lean
/-- A polynomial of degree at most `n` that fits `exp(-aη)` on `[-1, 1]` to within `ε` has
`ε ≥ exp(a) ((1 - exp(-2a/(n+1))) / 2) ^ (n+1)`. -/
theorem fit_error_lower_bound (n : ℕ) (a ε : ℝ) (p : ℝ[X]) (hp : p.natDegree ≤ n)
    (hfit : ∀ η ∈ Set.Icc (-1 : ℝ) 1, |p.eval η - Real.exp (-a * η)| ≤ ε) :
    Real.exp a * ((1 - Real.exp (-(2 * a / (n + 1)))) / 2) ^ (n + 1) ≤ ε := by
  have hn : (0 : ℝ) < n + 1 := by positivity
  -- the n + 2 equally spaced grid points all lie in [-1, 1]
  have hb : |stepDiff (2 / (n + 1)) (n + 1) (fun y => p.eval y - Real.exp (-a * y)) (-1)|
      ≤ 2 ^ (n + 1) * ε := by
    refine stepDiff_bound _ _ _ _ _ (fun k hk => hfit _ ⟨?_, ?_⟩)
    · have : (0 : ℝ) ≤ k * (2 / (n + 1)) := by positivity
      linarith
    · have hk' : (k : ℝ) ≤ n + 1 := by exact_mod_cast hk
      have : (k : ℝ) * (2 / (n + 1)) ≤ 2 := by
        rw [← mul_div_assoc, div_le_iff₀ hn]
        linarith
      linarith
  -- the polynomial drops out and only the exponential survives
  have hs : stepDiff (2 / (n + 1)) (n + 1) (fun y => p.eval y - Real.exp (-a * y)) (-1) =
      -((1 - Real.exp (-a * (2 / (n + 1)))) ^ (n + 1) * Real.exp a) := by
    have hE := stepDiff_exp (2 / (n + 1)) (n + 1) 1 a (-1)
    simp only [one_mul] at hE
    have e1 := stepDiff_sub (2 / (n + 1)) (n + 1) (fun y => p.eval y)
      (fun y => Real.exp (-a * y)) (-1)
    rw [stepDiff_poly _ n p _ hp, hE] at e1
    refine e1.trans ?_
    rw [zero_sub, show -a * (-1 : ℝ) = a by ring]
  rw [hs, abs_neg] at hb
  have hfin := (le_abs_self _).trans hb
  have e : -(2 * a / ((n : ℝ) + 1)) = -a * (2 / (n + 1)) := by ring
  rw [div_pow, ← mul_div_assoc, div_le_iff₀ (by positivity), e]
  linarith
```

`hb` is rule 3 on the grid, including the check that the grid stays inside the interval. `hs` combines the subtraction rule `stepDiff_sub` with rules 1 and 2. The remaining lines divide by $2^{n+1}$.

Q: Does the degree condition really matter?

A: Yes. Take $a=1$ and $n=0$, but allow the linear polynomial $p(\eta)=1-\eta$. Its largest error is $e-2\approx0.718$, at $\eta=-1$. The bound for $n=0$ would demand at least $\sinh 1\approx1.175$.

Q: I care about large separation. What survives as $a$ grows?

A: If $2a\ge(n+1)\ln2$, then $e^{-2a/(n+1)}\le1/2$, the bracket is at least $1/4$, and $\varepsilon\ge4^{-(n+1)}e^a$.

```lean
/-- Once `2a ≥ (n+1) log 2`, the error of a polynomial fit of degree at most `n` to `exp(-aη)` on
`[-1, 1]` is at least the fraction `(1/4) ^ (n+1)` of the peak value `exp(a)`. -/
theorem relative_error_floor (n : ℕ) (a ε : ℝ) (p : ℝ[X]) (hp : p.natDegree ≤ n)
    (ha : Real.log 2 * (n + 1) ≤ 2 * a)
    (hfit : ∀ η ∈ Set.Icc (-1 : ℝ) 1, |p.eval η - Real.exp (-a * η)| ≤ ε) :
    (1 / 4) ^ (n + 1) * Real.exp a ≤ ε := by
  have h1 : Real.log 2 ≤ 2 * a / (n + 1) := by
    rw [le_div_iff₀ (by positivity)]
    exact ha
  have h2 : Real.exp (-(2 * a / (n + 1))) ≤ 1 / 2 := by
    calc Real.exp (-(2 * a / (n + 1))) ≤ Real.exp (-Real.log 2) :=
          Real.exp_le_exp.mpr (by linarith)
      _ = 1 / 2 := by
          rw [Real.exp_neg, Real.exp_log (by norm_num)]
          norm_num
  have h3 : (1 / 4 : ℝ) ^ (n + 1) ≤ ((1 - Real.exp (-(2 * a / (n + 1)))) / 2) ^ (n + 1) :=
    pow_le_pow_left₀ (by norm_num) (by linarith) _
  have h4 := mul_le_mul_of_nonneg_left h3 (Real.exp_pos a).le
  linarith [fit_error_lower_bound n a ε p hp hfit]

/-- Fit `exp(-aη)` on `[-1, 1]` by a polynomial of degree at most `n`, with `n` fixed. Even if the
polynomial is chosen anew for each `a > 0`, a bound `δ a` on the error relative to the peak `exp(a)`
cannot tend to zero as `a` grows. -/
theorem relative_error_not_tendsto_zero (n : ℕ) (p : ℝ → ℝ[X]) (δ : ℝ → ℝ)
    (hp : ∀ a, 0 < a → (p a).natDegree ≤ n)
    (hfit : ∀ a, 0 < a → ∀ η ∈ Set.Icc (-1 : ℝ) 1,
      |(p a).eval η - Real.exp (-a * η)| ≤ δ a * Real.exp a) :
    ¬ Tendsto δ atTop (𝓝 0) := by
  intro ht
  have ev := ht.eventually_lt_const (show (0 : ℝ) < (1 / 4) ^ (n + 1) by positivity)
  obtain ⟨a, h1, h2⟩ :=
    (ev.and (eventually_ge_atTop (max 1 (Real.log 2 * ((n : ℝ) + 1))))).exists
  have ha1 : 1 ≤ a := (le_max_left _ _).trans h2
  have ha2 : Real.log 2 * ((n : ℝ) + 1) ≤ a := (le_max_right _ _).trans h2
  have ha : 0 < a := by linarith
  have key := relative_error_floor n a _ (p a) (hp a ha) (by linarith) (hfit a ha)
  exact not_le_of_gt h1 (le_of_mul_le_mul_right key (Real.exp_pos a))
```

In the second theorem the polynomial `p a` may be chosen afresh for each $a>0$, and `δ a` is any bound on its error divided by $e^a$. If `δ` tended to zero, some large $a$ would have `δ a` below $4^{-(n+1)}$, contradicting the first theorem.

Q: Connect $a$ to the bond length, then.

A: Expanding the squares gives
$$(\xi^2-1)(1-\eta^2)+(\xi\eta+1)^2=(\xi+\eta)^2,$$
so $r_A=(R/2)(\xi+\eta)$, the root being taken of a non-negative quantity squared.

```lean
/-- In prolate spheroidal coordinates with `R ≥ 0`, `ξ ≥ 1` and `-1 ≤ η`, the distance to the
nucleus is `(R/2)(ξ + η)`. -/
theorem distA_eq {R ξ η : ℝ} (hR : 0 ≤ R) (hξ : 1 ≤ ξ) (hη : -1 ≤ η) :
    distA R ξ η = R / 2 * (ξ + η) := by
  unfold distA
  rw [show (R / 2) ^ 2 * (ξ ^ 2 - 1) * (1 - η ^ 2) + (R / 2 * ξ * η + R / 2) ^ 2 =
    (R / 2 * (ξ + η)) ^ 2 by ring]
  exact Real.sqrt_sq (mul_nonneg (by linarith) (by linarith))
```

A 1s Slater orbital with exponent $\zeta$ on this nucleus, left unnormalised, is therefore $e^{-\zeta r_A}=e^{-a\xi}e^{-a\eta}$ with $a=\zeta R/2$. Fix $\xi$, so that you are on one spheroid. The James-Coolidge function is then a polynomial in $\eta$ of degree at most $n$, since $e^{-\alpha\xi}$ is just a number. Multiply the error by $e^{a\xi}$: you have a polynomial fit to $e^{-a\eta}$ with error at most $e^{a\xi}\varepsilon$. The bound becomes
$$\varepsilon\ \ge\ e^{-a(\xi-1)}\left(\frac{1-e^{-\zeta R/(n+1)}}{2}\right)^{n+1}.$$

```lean
/-- On the spheroid `ξ ≥ 1`, with `R ≥ 0`, a James-Coolidge function of degree at most `n` in
`η` that fits the atomic orbital `exp(-ζ r_A)` to within `ε` obeys this lower bound on `ε`,
whatever its exponent `α` and coefficients. -/
theorem jamesCoolidge_orbital_error (M n : ℕ) (c : ℕ → ℕ → ℝ) (α ζ R ξ ε : ℝ)
    (hR : 0 ≤ R) (hξ : 1 ≤ ξ)
    (hfit : ∀ η ∈ Set.Icc (-1 : ℝ) 1,
      |trial M n c α 0 ξ η - Real.exp (-ζ * distA R ξ η)| ≤ ε) :
    Real.exp (-(ζ * R / 2 * (ξ - 1))) *
      ((1 - Real.exp (-(ζ * R / (n + 1)))) / 2) ^ (n + 1) ≤ ε := by
  -- at fixed ξ the trial function is a polynomial in η
  let P : ℝ[X] := C (Real.exp (ζ * R / 2 * ξ) * Real.exp (-α * ξ)) *
    ∑ j ∈ Finset.range (n + 1), C (∑ i ∈ Finset.range M, c i j * ξ ^ i) * X ^ j
  have hdeg : P.natDegree ≤ n := by
    refine (natDegree_C_mul_le _ _).trans (natDegree_sum_le_of_forall_le _ _ ?_)
    intro j hj
    have hj' := Finset.mem_range.mp hj
    exact (natDegree_C_mul_X_pow_le _ _).trans (by omega)
  have hP : ∀ η, P.eval η = Real.exp (ζ * R / 2 * ξ) * trial M n c α 0 ξ η := by
    intro η
    simp only [P, trial, Polynomial.eval_finsetSum, eval_mul, eval_C, eval_pow, eval_X, zero_mul,
      sub_zero]
    exact mul_assoc _ _ _
  have key := fit_error_lower_bound n (ζ * R / 2) (Real.exp (ζ * R / 2 * ξ) * ε) P hdeg (by
    intro η hη
    have hd := hfit η hη
    rw [distA_eq hR hξ hη.1] at hd
    have e : Real.exp (-(ζ * R / 2) * η) =
        Real.exp (ζ * R / 2 * ξ) * Real.exp (-ζ * (R / 2 * (ξ + η))) := by
      rw [← Real.exp_add]
      congr 1
      ring
    rw [hP, e, ← mul_sub, abs_mul, abs_of_pos (Real.exp_pos _)]
    exact mul_le_mul_of_nonneg_left hd (Real.exp_pos _).le)
  have e3 : Real.exp (ζ * R / 2) =
      Real.exp (ζ * R / 2 * ξ) * Real.exp (-(ζ * R / 2 * (ξ - 1))) := by
    rw [← Real.exp_add]
    congr 1
    ring
  rw [show 2 * (ζ * R / 2) = ζ * R by ring, e3, mul_assoc] at key
  exact le_of_mul_le_mul_left key (Real.exp_pos _)
```

The polynomial `P` in the proof is the rescaled trial function, and the end of the proof cancels $e^{a\xi}$. For $\zeta>0$ the prefactor $e^{-a(\xi-1)}$ is the orbital's peak on that spheroid. On the internuclear segment, $\xi=1$, it equals 1.

Q: So is the polynomial at fault, or the missing exponential in $\eta$?

A: For this orbital, the missing exponential. With $\alpha=\beta=\zeta R/2$, one Kolos-Wolniewicz term with coefficient 1 is $e^{-a\xi-a\eta}$, which is the orbital itself:

```lean
/-- For `R ≥ 0`, `ξ ≥ 1` and `-1 ≤ η`, the single Kolos-Wolniewicz term with
`α = β = ζR/2` equals the atomic orbital `exp(-ζ r_A)`. -/
theorem kolosWolniewicz_exact (ζ : ℝ) {R ξ η : ℝ} (hR : 0 ≤ R) (hξ : 1 ≤ ξ) (hη : -1 ≤ η) :
    trial 1 0 (fun _ _ => 1) (ζ * R / 2) (ζ * R / 2) ξ η =
      Real.exp (-ζ * distA R ξ η) := by
  rw [distA_eq hR hξ hη]
  unfold trial
  simp only [zero_add, Finset.sum_range_one, pow_zero, mul_one]
  congr 1
  ring

end

end JamesCoolidge
```

Q: May I conclude that James-Coolidge energies fail at long bond lengths?

A: No. The error here is the largest pointwise deviation, on one spheroid, of the fit from the unnormalised orbital $e^{-\zeta r_A}$, and neither an energy nor a mean-square error appears. What bears on electronic structure is narrower: in this one-electron model, for $\zeta>0$, enlarging $R$ at fixed degree in $\eta$ leaves a James-Coolidge fit with a largest error on each spheroid, relative to the orbital's peak there, that no choice of $\alpha$ or coefficients can send to zero, while a free $\beta$ removes that error for a single 1s orbital.

```lean
#print axioms JamesCoolidge.relative_error_not_tendsto_zero
#print axioms JamesCoolidge.jamesCoolidge_orbital_error
#print axioms JamesCoolidge.kolosWolniewicz_exact
```

```
'JamesCoolidge.relative_error_not_tendsto_zero' depends on axioms: [propext, Classical.choice, Quot.sound]
'JamesCoolidge.jamesCoolidge_orbital_error' depends on axioms: [propext, Classical.choice, Quot.sound]
'JamesCoolidge.kolosWolniewicz_exact' depends on axioms: [propext, Classical.choice, Quot.sound]
```
